# A neighbour list of radius cutoff plus skin gives the exact truncated pair energy in a fixed periodic cell while no atom has moved more than half the skin

A periodic code must decide what identifies a pair once atoms cross cell faces. Here a pair is a triple \((i,j,n)\): atom \(i\), atom \(j\), and an integer shift \(n\) that stays fixed while the atoms move. The initial positions \(x_i\), from which the list is built, lie in the home cell; current positions \(y_i\) are not wrapped back into it.

## The shift bound and the skin criterion

Let \(a_k\) be the cell edges and \(b_k\) their dual vectors, \(\langle b_k,a_l\rangle=\delta_{kl}\). The initial positions are \(x_i=\sum_k s_{i,k}a_k\) with \(0\le s_{i,k}<1\), and the pair separation is

\[
d_{ijn}(x)=x_j+\sum_k n_k a_k-x_i .
\]

Let \(r_c\) be the cutoff of the pair potential and skin the extra radius added to it when the list is built. Two statements hold:

\[
\|d_{ijn}(x)\|\le R\ \Rightarrow\ |n_k|<R\|b_k\|+1,
\]

\[
\|y_i-x_i\|\le \tfrac12\,\mathrm{skin}\ \text{for all } i,\quad \|d_{ijn}(y)\|\le r_c\ \Rightarrow\ \|d_{ijn}(x)\|\le r_c+\mathrm{skin}.
\]

A molecular dynamics code with a fixed cell and a truncated pair potential can use the first to choose how many images to search, and the second to justify reusing a list over several steps.

## From fractional coordinates to the energy

Pairing the separation with \(b_k\) gives its \(k\)-th fractional coordinate, and Cauchy–Schwarz bounds it:

\[
|s_{j,k}+n_k-s_{i,k}|=|\langle b_k,d_{ijn}(x)\rangle|\le R\|b_k\| .
\]

Since \(|s_{j,k}-s_{i,k}|<1\), the shift bound follows. As \(n_k\) is an integer, \(|n_k|\le\lceil R\|b_k\|\rceil\), which is a finite search box.

For the skin, the lattice shift cancels in the difference of the two separations:

\[
d_{ijn}(x)=d_{ijn}(y)-(y_j-x_j)+(y_i-x_i).
\]

The triangle inequality gives at most \(r_c+\mathrm{skin}/2+\mathrm{skin}/2\).

Now set \(R=r_c+\mathrm{skin}\), and let the initial list hold the triples with \(n\) in the search box and \(\|d_{ijn}(x)\|\le R\), self pairs left out. Every pair currently within \(r_c\) is in the initial list, except the self pairs \((i,i,0)\), which are assigned zero energy. A missing pair is therefore a self pair or lies beyond \(r_c\), where the potential \(\varphi\) vanishes. All missing terms are zero. The energy per cell, which is \(\tfrac12\sum\varphi(\|d_{ijn}(y)\|)\) over all triples \((i,j,n)\) except self pairs, therefore equals the same sum taken over the list only, with the distances evaluated at the current positions.

The constant 1 cannot be lowered in a bound that is to hold for every \(R\). For \(0\le c<1\), put one atom at \((1-\delta)a_k\), the other at the origin, and shift the latter by \(a_k\). The separation is \(\delta a_k\), and \(R\) is taken equal to its length \(\delta\|a_k\|\). With \(\delta=(1-c)/(\|a_k\|\|b_k\|+1)\),

\[
\delta\|a_k\|\|b_k\|+c=1-\delta<1=|n_k| .
\]

## A sheared cell where edge lengths mislead

Take \(a_1=(1,0,0)\), \(a_2=(1,1,0)\), \(a_3=(0,0,1)\), so \(b_1=(1,-1,0)\) and \(\|b_1\|=\sqrt2\). With \(r_c=1.8\) and skin \(0.2\), \(R=2\) and the box allows \(|n_1|\le\lceil 2.83\rceil=3\).

The value 3 occurs. For \(x_i=0.9\,a_1\), \(x_j=0\) and \(n=(3,-1,0)\), the separation is \((1.1,-1,0)\), of length about 1.49. A search limited to \(\lceil R/\|a_1\|\rceil=2\) shifts along \(a_1\) would miss this pair.

At zero skin the movement condition forces \(y_i=x_i\), so the theorem guarantees the list of radius \(r_c\) for the initial configuration only.

## The Lean file

```lean
import Mathlib

open scoped InnerProductSpace

namespace TriclinicNeighborList

noncomputable section

variable {E ι A : Type*} [NormedAddCommGroup E] [InnerProductSpace ℝ E]
  [Fintype ι] [DecidableEq ι] [Fintype A]

/-- The vectors `b k` are dual to the cell vectors `a l`. -/
def IsDual (a b : ι → E) : Prop :=
  ∀ k l, inner ℝ (b k) (a l) = if k = l then (1 : ℝ) else 0

/-- Fractional coordinates of a point in the home cell: each lies in `[0, 1)`. -/
def InCell (s : ι → ℝ) : Prop := ∀ k, 0 ≤ s k ∧ s k < 1

omit [DecidableEq ι] in
/-- The Cartesian position with fractional coordinates `s`. -/
def position (a : ι → E) (s : ι → ℝ) : E := ∑ k, s k • a k

/-- The lattice translation by `n k` cell vectors along each edge `k`. -/
def latticeShift (a : ι → E) (n : ι → ℤ) : E := position a (fun k => (n k : ℝ))

/-- The vector from atom `i` to the image of atom `j` shifted by `n`, for `p = (i, j, n)`. -/
def imageSep (a : ι → E) (x : A → E) (p : A × A × (ι → ℤ)) : E :=
  x p.2.1 + latticeShift a p.2.2 - x p.1

/-- The pair consists of an atom and its own unshifted copy. -/
def IsSelf (p : A × A × (ι → ℤ)) : Prop := p.1 = p.2.1 ∧ p.2.2 = 0

/-- The finite box of lattice shifts searched for neighbours within `R`. -/
def searchBox (b : ι → E) (R : ℝ) : Finset (ι → ℤ) :=
  Fintype.piFinset fun k => Finset.Icc (-⌈R * ‖b k‖⌉) ⌈R * ‖b k‖⌉

open Classical in
/-- The neighbour list: image pairs from the search box at distance at most `R`,
without self pairs. -/
def neighborList (a b : ι → E) (x : A → E) (R : ℝ) : Finset (A × A × (ι → ℤ)) :=
  (Finset.univ ×ˢ (Finset.univ ×ˢ searchBox b R)).filter
    fun p => ¬ IsSelf p ∧ ‖imageSep a x p‖ ≤ R

open Classical in
/-- The energy of one ordered image pair, with the factor one half for double counting;
self pairs contribute nothing. -/
def pairTerm (φ : ℝ → ℝ) (a : ι → E) (x : A → E) (p : A × A × (ι → ℤ)) : ℝ :=
  if IsSelf p then 0 else φ ‖imageSep a x p‖ / 2

/-- The inner product with a dual vector reads off a fractional coordinate. -/
theorem inner_dual_position {a b : ι → E} (h : IsDual a b) (s : ι → ℝ) (k : ι) :
    inner ℝ (b k) (position a s) = s k := by
  have h' : ∀ l, inner ℝ (b k) (a l) = if k = l then (1 : ℝ) else 0 := h k
  simp [position, inner_sum, inner_smul_right, h']

/-- An image within distance `R` of an atom, both atoms having home-cell coordinates,
is shifted by fewer than `R ‖b k‖ + 1` cells along each edge. -/
theorem abs_shift_lt {a b : ι → E} (h : IsDual a b) {s t : ι → ℝ}
    (hs : InCell s) (ht : InCell t) {n : ι → ℤ} {R : ℝ}
    (hd : ‖position a t + latticeShift a n - position a s‖ ≤ R) (k : ι) :
    |(n k : ℝ)| < R * ‖b k‖ + 1 := by
  -- the k-th fractional coordinate of the separation, bounded by Cauchy-Schwarz
  have h1 : inner ℝ (b k) (position a t + latticeShift a n - position a s)
      = t k + n k - s k := by
    simp only [latticeShift, inner_sub_right, inner_add_right, inner_dual_position h]
  have h2 := abs_real_inner_le_norm (b k)
    (position a t + latticeShift a n - position a s)
  rw [h1] at h2
  have h3 := mul_le_mul_of_nonneg_left hd (norm_nonneg (b k))
  rw [mul_comm ‖b k‖ R] at h3
  obtain ⟨h4, h5⟩ := abs_le.mp (h2.trans h3)
  obtain ⟨hs0, hs1⟩ := hs k
  obtain ⟨ht0, ht1⟩ := ht k
  exact abs_lt.mpr ⟨by linarith, by linarith⟩

/-- In any cell the constant `1` in the shift bound cannot be lowered to any `c` with
`0 ≤ c < 1`: some image of a home-cell atom violates the lowered bound. -/
theorem shift_bound_sharp (a b : ι → E) (k : ι) {c : ℝ} (hc0 : 0 ≤ c) (hc : c < 1) :
    ∃ (s t : ι → ℝ) (n : ι → ℤ), InCell s ∧ InCell t ∧
      ‖position a t + latticeShift a n - position a s‖ * ‖b k‖ + c < |(n k : ℝ)| := by
  have hM : 0 ≤ ‖a k‖ * ‖b k‖ := by positivity
  -- one atom a fraction δ of edge k before the far face, the other at the origin, shifted by a k
  obtain ⟨δ, hδ, hδM⟩ : ∃ δ : ℝ, 0 < δ ∧ δ * (‖a k‖ * ‖b k‖ + 1) = 1 - c :=
    ⟨(1 - c) / (‖a k‖ * ‖b k‖ + 1), div_pos (by linarith) (by linarith),
      div_mul_cancel₀ _ (by linarith)⟩
  have hδ1 : δ ≤ 1 := by nlinarith [mul_nonneg hδ.le hM]
  refine ⟨Pi.single k (1 - δ), 0, Pi.single k 1, ?_, ?_, ?_⟩
  · intro l
    by_cases hl : l = k
    · subst hl
      rw [Pi.single_eq_same]
      exact ⟨by linarith, by linarith⟩
    · rw [Pi.single_eq_of_ne hl]
      exact ⟨le_refl _, one_pos⟩
  · intro l
    exact ⟨le_refl _, one_pos⟩
  · have e1 : position a (0 : ι → ℝ) = 0 := by simp [position]
    have e2 : latticeShift a (Pi.single k 1) = a k := by
      simp [latticeShift, position, Pi.single_apply, ite_smul]
    have e3 : position a (Pi.single k (1 - δ)) = (1 - δ) • a k := by
      simp [position, Pi.single_apply, ite_smul]
    have e4 : (0 : E) + a k - (1 - δ) • a k = δ • a k := by module
    rw [e1, e2, e3, e4, norm_smul, Real.norm_of_nonneg hδ.le, Pi.single_eq_same]
    norm_num
    nlinarith

omit [DecidableEq ι] [Fintype A] in
/-- If every atom moved by at most `skin / 2`, an image pair now within `rc` was
initially within `rc + skin`. -/
theorem initial_distance_le (a : ι → E) {x y : A → E} {rc skin : ℝ}
    (hmove : ∀ i, ‖y i - x i‖ ≤ skin / 2) {p : A × A × (ι → ℤ)}
    (hp : ‖imageSep a y p‖ ≤ rc) : ‖imageSep a x p‖ ≤ rc + skin := by
  have e : imageSep a x p
      = imageSep a y p - (y p.2.1 - x p.2.1) + (y p.1 - x p.1) := by
    unfold imageSep
    abel
  rw [e]
  have h1 := norm_add_le (imageSep a y p - (y p.2.1 - x p.2.1)) (y p.1 - x p.1)
  have h2 := norm_sub_le (imageSep a y p) (y p.2.1 - x p.2.1)
  linarith [hmove p.1, hmove p.2.1]

/-- Every image pair now within `rc`, self pairs aside, is in the neighbour list built from
the initial home-cell positions with radius `rc + skin`, if no atom moved more than
`skin / 2`. -/
theorem mem_neighborList {a b : ι → E} (h : IsDual a b) {s : A → ι → ℝ}
    (hs : ∀ i, InCell (s i)) {y : A → E} {rc skin : ℝ}
    (hmove : ∀ i, ‖y i - position a (s i)‖ ≤ skin / 2) {p : A × A × (ι → ℤ)}
    (hself : ¬ IsSelf p) (hp : ‖imageSep a y p‖ ≤ rc) :
    p ∈ neighborList a b (fun i => position a (s i)) (rc + skin) := by
  have hd : ‖imageSep a (fun i => position a (s i)) p‖ ≤ rc + skin :=
    initial_distance_le a hmove hp
  have hbox : p.2.2 ∈ searchBox b (rc + skin) := by
    refine Fintype.mem_piFinset.mpr fun k => ?_
    have h1 := abs_shift_lt h (hs p.1) (hs p.2.1) hd k
    have h2 := Int.le_ceil ((rc + skin) * ‖b k‖)
    -- an integer below the ceiling plus one is at most the ceiling
    have h3 : ((|p.2.2 k| : ℤ) : ℝ) < ((⌈(rc + skin) * ‖b k‖⌉ + 1 : ℤ) : ℝ) := by
      rw [Int.cast_abs, Int.cast_add, Int.cast_one]
      linarith
    have h4 : |p.2.2 k| ≤ ⌈(rc + skin) * ‖b k‖⌉ := Int.lt_add_one_iff.mp (Int.cast_lt.mp h3)
    exact Finset.mem_Icc.mpr (abs_le.mp h4)
  classical
  rw [neighborList, Finset.mem_filter]
  refine ⟨?_, hself, hd⟩
  exact Finset.mem_product.mpr ⟨Finset.mem_univ _,
    Finset.mem_product.mpr ⟨Finset.mem_univ _, hbox⟩⟩

/-- For a pair potential vanishing beyond `rc`, the energy summed over all periodic images
converges to the finite sum over the initial neighbour list of radius `rc + skin`, if no atom
moved more than `skin / 2`. -/
theorem hasSum_energy_neighborList {a b : ι → E} (h : IsDual a b) {s : A → ι → ℝ}
    (hs : ∀ i, InCell (s i)) {y : A → E} {rc skin : ℝ}
    (hmove : ∀ i, ‖y i - position a (s i)‖ ≤ skin / 2)
    {φ : ℝ → ℝ} (hφ : ∀ r, rc < r → φ r = 0) :
    HasSum (pairTerm φ a y)
      (∑ p ∈ neighborList a b (fun i => position a (s i)) (rc + skin),
        pairTerm φ a y p) := by
  apply hasSum_sum_of_ne_finset_zero
  intro p hp
  -- a pair missing from the list is a self pair or lies beyond the cutoff
  by_cases hself : IsSelf p
  · simp [pairTerm, hself]
  · have hfar : rc < ‖imageSep a y p‖ := by
      by_contra hnear
      exact hp (mem_neighborList h hs hmove hself (not_lt.mp hnear))
    simp [pairTerm, hself, hφ _ hfar]

/-- A triclinic cell with tilt parameters `u`, `v`, `w` and its explicit dual basis. -/
theorem isDual_witness (u v w : ℝ) :
    IsDual (E := EuclideanSpace ℝ (Fin 3))
      ![!₂[1, 0, 0], !₂[u, 1, 0], !₂[v, w, 1]]
      ![!₂[1, -u, u * w - v], !₂[0, 1, -w], !₂[0, 0, 1]] := by
  intro k l
  fin_cases k <;> fin_cases l <;>
    simp [PiLp.inner_apply, Fin.sum_univ_succ]
  ring

end

end TriclinicNeighborList
```

```lean
#print axioms TriclinicNeighborList.shift_bound_sharp
-- 'TriclinicNeighborList.shift_bound_sharp' depends on axioms: [propext, Classical.choice, Quot.sound]
#print axioms TriclinicNeighborList.hasSum_energy_neighborList
-- 'TriclinicNeighborList.hasSum_energy_neighborList' depends on axioms: [propext, Classical.choice, Quot.sound]
```

## What the theorems cover

`E` is any real inner product space, `ι` indexes the finitely many edges and `A` the atoms. `IsDual` and `InCell` are the assumptions on cell and initial coordinates; `isDual_witness` supplies an explicit dual basis for a three-dimensional cell with arbitrary tilts and unit diagonal entries.

`inner_dual_position` reads off the coordinate, and `abs_shift_lt` adds Cauchy–Schwarz, with `linarith` combining the inequalities. `shift_bound_sharp` is the two-atom construction. In `initial_distance_le`, `abel` checks the cancellation of the shift. `mem_neighborList` turns the strict real bound into the integer ceiling bound.

`hasSum_energy_neighborList` concludes with `HasSum`: the sum over all image pairs converges, and its value is the list sum. `pairTerm` counts ordered pairs with a factor one half, so this is a full list, not a half list. An atom's own shifted images are kept; only its unshifted copy is excluded.

The hypothesis `hφ` represents truncation: \(\varphi(r)=0\) for \(r>r_c\), with a jump at \(r_c\) allowed. Untruncated Coulomb sums do not satisfy it. One potential \(\varphi\) with one cutoff serves all pairs of atoms. The cell is the same at building and use, so a barostat that deforms it needs a further estimate. Arithmetic is exact, and forces are not treated. To apply the theorem to a code that wraps atoms between rebuilds, the shifts in the list have to be adjusted so that each separation is preserved, and the jumps made by wrapping must not be counted as displacements.
